# The Lower of a Donor and an Acceptor Formation Energy Is Greatest Where the Two Lines Cross

The Fermi level μ is allowed to be any real number here, and is not confined to a band gap. Each defect keeps one fixed charge and does not interact with the others. Charges are real numbers in units of the elementary charge, and atomic chemical potentials are held fixed.

```lean
import Mathlib

open Finset

namespace FermiLevelPinning

noncomputable section
```

## Two lines and their crossing

A defect of charge c has formation energy E + cμ, where E is its value at the chosen zero of μ.

```lean
/-- Formation energy of a defect of charge `c` at Fermi level `μ`, where `E` is its value
at `μ = 0`. -/
def formationEnergy (E c μ : ℝ) : ℝ := E + c * μ
```

Take a donor of charge q > 0 and an acceptor of charge −r < 0, with energies ED and EA at μ = 0:

D(μ) = ED + qμ,  A(μ) = EA − rμ.

The smaller of the two is the limiting energy. If it is negative, at least one defect lowers the energy by forming.

```lean
/-- The smaller of the formation energies of a donor of charge `q` and an acceptor of
charge `-r` at Fermi level `μ`. -/
def limitingEnergy (ED EA q r μ : ℝ) : ℝ :=
  min (formationEnergy ED q μ) (formationEnergy EA (-r) μ)
```

Setting D(μ) = A(μ) gives (q + r)μ = EA − ED, so the lines cross at

μ* = (EA − ED)/(q + r).

```lean
/-- The Fermi level `(EA - ED) / (q + r)`. -/
def pinningLevel (ED EA q r : ℝ) : ℝ := (EA - ED) / (q + r)
```

The energy at the crossing will turn out to be

E* = (r ED + q EA)/(q + r).

```lean
/-- The energy `(r ED + q EA) / (q + r)`. For positive `q` and `r` it is a weighted mean of `ED` and
`EA`. -/
def pinnedEnergy (ED EA q r : ℝ) : ℝ := (r * ED + q * EA) / (q + r)
```

Weighting the donor by r and the acceptor by q gives zero total charge, so μ cancels:

r D(μ) + q A(μ) = r ED + q EA + (rq − qr)μ = r ED + q EA.

```lean
/-- The total formation energy of `r` donors of charge `q` and `q` acceptors of charge `-r`
does not depend on the Fermi level. -/
theorem neutral_combination (ED EA q r μ : ℝ) :
    r * formationEnergy ED q μ + q * formationEnergy EA (-r) μ = r * ED + q * EA := by
  unfold formationEnergy
  ring
```

Substituting μ* into each line gives

ED + q(EA − ED)/(q + r) = (r ED + q EA)/(q + r),
EA − r(EA − ED)/(q + r) = (r ED + q EA)/(q + r).

Lean clears the denominator and uses μ*(q + r) = EA − ED, multiplied by q for the donor and by −r for the acceptor. Only q + r ≠ 0 is needed.

```lean
/-- At the pinning level the donor and the acceptor both have the pinned energy. -/
theorem lines_cross (ED EA : ℝ) {q r : ℝ} (h : q + r ≠ 0) :
    formationEnergy ED q (pinningLevel ED EA q r) = pinnedEnergy ED EA q r ∧
    formationEnergy EA (-r) (pinningLevel ED EA q r) = pinnedEnergy ED EA q r := by
  have hm : (EA - ED) / (q + r) * (q + r) = EA - ED := div_mul_cancel₀ _ h
  unfold formationEnergy pinningLevel pinnedEnergy
  constructor
  · rw [eq_div_iff h]
    linear_combination q * hm
  · rw [eq_div_iff h]
    linear_combination (-r) * hm
```

## The maximum and its uniqueness

Let m be the limiting energy at any μ. Since m ≤ D(μ) and m ≤ A(μ),

(q + r)m ≤ r D(μ) + q A(μ) = r ED + q EA.

Dividing by q + r > 0 gives m ≤ E*, and the crossing attains this bound. `IsGreatest` states both facts: the value belongs to the range of the limiting energy, and nothing in that range exceeds it.

```lean
/-- Over all Fermi levels, the greatest value of the smaller of the donor and acceptor
formation energies is `(r ED + q EA) / (q + r)`. -/
theorem isGreatest_limitingEnergy (ED EA : ℝ) {q r : ℝ} (hq : 0 < q) (hr : 0 < r) :
    IsGreatest (Set.range (limitingEnergy ED EA q r)) ((r * ED + q * EA) / (q + r)) := by
  have hs : 0 < q + r := add_pos hq hr
  constructor
  · -- the value is attained where the lines cross
    refine ⟨pinningLevel ED EA q r, ?_⟩
    obtain ⟨h1, h2⟩ := lines_cross ED EA hs.ne'
    unfold limitingEnergy
    rw [h1, h2, min_self]
    rfl
  · -- the neutral combination bounds the minimum
    rintro _ ⟨μ, rfl⟩
    have h1 : limitingEnergy ED EA q r μ ≤ formationEnergy ED q μ := min_le_left _ _
    have h2 : limitingEnergy ED EA q r μ ≤ formationEnergy EA (-r) μ := min_le_right _ _
    have h3 := mul_le_mul_of_nonneg_left h1 hr.le
    have h4 := mul_le_mul_of_nonneg_left h2 hq.le
    have h5 := neutral_combination ED EA q r μ
    rw [le_div_iff₀ hs]
    nlinarith
```

If the limiting energy equals E* at μ, then D(μ*) ≤ D(μ) and A(μ*) ≤ A(μ). The first gives μ* ≤ μ because q > 0, the second μ ≤ μ* because r > 0. Hence μ = μ*; `le_antisymm` joins the two inequalities.

```lean
/-- The smaller of the two formation energies equals the pinned energy at the pinning level
and at no other Fermi level. -/
theorem limitingEnergy_eq_iff (ED EA : ℝ) {q r : ℝ} (hq : 0 < q) (hr : 0 < r) (μ : ℝ) :
    limitingEnergy ED EA q r μ = pinnedEnergy ED EA q r ↔ μ = pinningLevel ED EA q r := by
  obtain ⟨h1, h2⟩ := lines_cross ED EA (add_pos hq hr).ne'
  constructor
  · intro h
    have h3 : pinnedEnergy ED EA q r ≤ formationEnergy ED q μ := h ▸ min_le_left _ _
    have h4 : pinnedEnergy ED EA q r ≤ formationEnergy EA (-r) μ := h ▸ min_le_right _ _
    rw [← h1] at h3
    rw [← h2] at h4
    unfold formationEnergy at h3 h4
    -- the donor line forbids lower levels, the acceptor line higher ones
    apply le_antisymm
    · exact le_of_mul_le_mul_left (by linarith) hr
    · exact le_of_mul_le_mul_left (by linarith) hq
  · rintro rfl
    unfold limitingEnergy
    rw [h1, h2, min_self]
```

## When both energies can be nonnegative

If D(μ) and A(μ) are both nonnegative, so is their weighted sum r ED + q EA. Conversely, if that sum is nonnegative, then E* ≥ 0 and μ* serves as the required level.

```lean
/-- Some Fermi level makes both formation energies nonnegative if and only if
`r ED + q EA` is nonnegative. -/
theorem exists_stable_level_iff (ED EA : ℝ) {q r : ℝ} (hq : 0 < q) (hr : 0 < r) :
    (∃ μ, 0 ≤ formationEnergy ED q μ ∧ 0 ≤ formationEnergy EA (-r) μ) ↔
      0 ≤ r * ED + q * EA := by
  constructor
  · rintro ⟨μ, h1, h2⟩
    rw [← neutral_combination ED EA q r μ]
    exact add_nonneg (mul_nonneg hr.le h1) (mul_nonneg hq.le h2)
  · intro h
    have hp : 0 ≤ pinnedEnergy ED EA q r := div_nonneg h (add_pos hq hr).le
    obtain ⟨h1, h2⟩ := lines_cross ED EA (add_pos hq hr).ne'
    exact ⟨pinningLevel ED EA q r, h1.symm ▸ hp, h2.symm ▸ hp⟩
```

Solving the two inequalities separately gives all suitable levels:

−ED/q ≤ μ ≤ EA/r.

Above this window acceptors form spontaneously and oppose n-type doping; below it donors oppose p-type doping. The ends of the window are thus limits on μ set by formation energies. The Lean names `pinningLevel` and `pinnedEnergy` refer instead to the crossing, which in general is not an end of the window, and which is not a Fermi level computed from charge neutrality with carriers.

```lean
/-- The Fermi levels at which both formation energies are nonnegative are those between
`-ED / q` and `EA / r`. -/
theorem stable_window (ED EA : ℝ) {q r : ℝ} (hq : 0 < q) (hr : 0 < r) (μ : ℝ) :
    (0 ≤ formationEnergy ED q μ ∧ 0 ≤ formationEnergy EA (-r) μ) ↔
      μ ∈ Set.Icc (-ED / q) (EA / r) := by
  rw [Set.mem_Icc, div_le_iff₀ hq, le_div_iff₀ hr]
  unfold formationEnergy
  constructor <;> rintro ⟨h1, h2⟩ <;> constructor <;> linarith
```

For example, let q = 2, r = 1, ED = −1 eV and EA = 2 eV. Then μ* = 3/3 = 1 eV, both lines equal 1 eV there, and the window is [0.5, 2] eV. Lowering EA to 0.25 eV gives r ED + q EA = −0.5 eV, and the window is empty.

A different model would restrict μ to a gap [0, G]. The maximum would then lie at the point of the gap nearest μ*, and the criterion would be that the window meets the gap. With the first set of numbers and G = 0.4 eV it does not, although r ED + q EA is positive.

## Any finite collection of defects

For defects i with energies E_i at μ = 0 and charges c_i, call μ a common level if every formation energy E_i + c_i μ is nonnegative. Such a level requires E_i ≥ 0 whenever c_i = 0. For c_i > 0 > c_j, the neutral combination requires

−c_j E_i + c_i E_j ≥ 0.

These conditions also suffice. If donors exist, let d be one with the largest bound −E_d/c_d, and put μ there. Every donor then has nonnegative energy, and for each acceptor j

c_d(E_j + c_j μ) = −c_j E_d + c_d E_j ≥ 0.

Without donors, take μ = −S with S = Σ|E_i/c_i|, where Lean's division by zero makes neutral terms vanish. For an acceptor, E_j/c_j ≤ S; multiplying by c_j < 0 gives E_j − c_j S ≥ 0.

In electronic-structure work, this turns a finite table of computed formation energies into a test, on single neutral defects and on donor–acceptor pairs, for a Fermi level at which none of these energies is negative, for non-interacting defects in fixed charge states and with μ unrestricted.

```lean
/-- For finitely many defects, some Fermi level makes all formation energies nonnegative if and only
if each neutral defect has nonnegative energy and each pair of a positive defect `i` and a negative
defect `j` satisfies `0 ≤ -c j * E i + c i * E j`. -/
theorem exists_common_level_iff {ι : Type*} [Fintype ι] (E c : ι → ℝ) :
    (∃ μ, ∀ i, 0 ≤ formationEnergy (E i) (c i) μ) ↔
      (∀ i, c i = 0 → 0 ≤ E i) ∧
      ∀ i j, 0 < c i → c j < 0 → 0 ≤ -c j * E i + c i * E j := by
  classical
  constructor
  · rintro ⟨μ, h⟩
    refine ⟨fun i hi => ?_, fun i j hi hj => ?_⟩
    · have h1 := h i
      unfold formationEnergy at h1
      rwa [hi, zero_mul, add_zero] at h1
    · have h1 := mul_nonneg (neg_nonneg.2 hj.le) (h i)
      have h2 := mul_nonneg hi.le (h j)
      unfold formationEnergy at h1 h2
      nlinarith
  · rintro ⟨h0, hp⟩
    by_cases hD : (univ.filter (fun i => 0 < c i)).Nonempty
    · -- put the Fermi level at the highest of the donor bounds
      obtain ⟨d, hd, hmax⟩ := exists_max_image _ (fun i => -E i / c i) hD
      have hd' : 0 < c d := (mem_filter.1 hd).2
      have hm : -E d / c d * c d = -E d := div_mul_cancel₀ _ hd'.ne'
      refine ⟨-E d / c d, fun j => ?_⟩
      unfold formationEnergy
      rcases lt_trichotomy (c j) 0 with hj | hj | hj
      · have e : c d * (E j + c j * (-E d / c d)) = -c j * E d + c d * E j := by
          linear_combination c j * hm
        refine le_of_mul_le_mul_left ?_ hd'
        rw [e, mul_zero]
        exact hp d j hd' hj
      · rw [hj, zero_mul, add_zero]
        exact h0 j hj
      · have h1 : -E j / c j ≤ -E d / c d := hmax j (mem_filter.2 ⟨mem_univ j, hj⟩)
        have h2 := (div_le_iff₀ hj).1 h1
        linarith
    · -- without donors a sufficiently low Fermi level works
      refine ⟨-∑ i, |E i / c i|, fun j => ?_⟩
      unfold formationEnergy
      have hc : ¬ 0 < c j := fun h => hD ⟨j, mem_filter.2 ⟨mem_univ j, h⟩⟩
      rcases lt_or_eq_of_le (not_lt.1 hc) with hj | hj
      · have h1 : |E j / c j| ≤ ∑ i, |E i / c i| :=
          single_le_sum (f := fun i => |E i / c i|) (fun i _ => abs_nonneg _) (mem_univ j)
        have h2 : E j / c j ≤ ∑ i, |E i / c i| := (le_abs_self _).trans h1
        have h3 : E j / c j * c j = E j := div_mul_cancel₀ _ hj.ne
        have h4 := mul_le_mul_of_nonpos_right h2 hj.le
        linarith
      · rw [hj, zero_mul, add_zero]
        exact h0 j hj

end

end FermiLevelPinning
```

```lean
#print axioms FermiLevelPinning.isGreatest_limitingEnergy
#print axioms FermiLevelPinning.exists_stable_level_iff
#print axioms FermiLevelPinning.stable_window
#print axioms FermiLevelPinning.exists_common_level_iff
```

```
'FermiLevelPinning.isGreatest_limitingEnergy' depends on axioms: [propext, Classical.choice, Quot.sound]
'FermiLevelPinning.exists_stable_level_iff' depends on axioms: [propext, Classical.choice, Quot.sound]
'FermiLevelPinning.stable_window' depends on axioms: [propext, Classical.choice, Quot.sound]
'FermiLevelPinning.exists_common_level_iff' depends on axioms: [propext, Classical.choice, Quot.sound]
```
